# The 1s trial energy of the square-root Hamiltonian collapses exactly when Z/c exceeds 8/(3π)

## Units, orbital and energy

In atomic units, let \(c>0\) be the speed of light and \(Z\) the charge of a point nucleus. One spinless electron has the Hamiltonian \(\sqrt{c^2p^2+c^4}-Z/r\), whose first term includes the rest energy \(c^2\). The trial orbital is the normalised 1s function \(\sqrt{a^3/\pi}\,e^{-ar}\) with exponent \(a>0\). In Lean, `c`, `Z` and `a` are real numbers, and `Z` may have either sign.

```lean
import Mathlib

open MeasureTheory Set Filter Topology
open scoped Real

namespace RelativisticTrialCollapse

noncomputable section
```

The orbital enters through two radial densities. The first is its momentum density,

\[
\rho_a(p)=\frac{32}{\pi}\,\frac{a^5p^2}{(a^2+p^2)^4},\qquad p>0.
\]

It is the squared modulus of the orbital's unitary Fourier transform, integrated over the sphere of radius \(p\). The file takes this formula as a definition and does not carry out the transform.

```lean
/-- Radial momentum density of the 1s orbital with exponent `a > 0`, for momenta `p > 0`. -/
def momentumDensity (a p : ℝ) : ℝ := 32 / π * (a ^ 5 * p ^ 2 / (a ^ 2 + p ^ 2) ^ 4)
```

The second is the position density \(4\pi r^2\cdot(a^3/\pi)e^{-2ar}=4a^3r^2e^{-2ar}\), for \(r>0\).

```lean
/-- Radial position density of the 1s orbital with exponent `a > 0`, for radii `r > 0`. -/
def radialDensity (a r : ℝ) : ℝ := 4 * a ^ 3 * r ^ 2 * Real.exp (-(2 * a * r))
```

The trial energy \(E(a)\) is the mean of the square root over the first density, minus \(Z\) times the mean of \(1/r\) over the second. `Ioi (0 : ℝ)` is the half-line \((0,\infty)\).

```lean
/-- Energy of the 1s trial orbital with exponent `a > 0`: the mean of the relativistic energy
`√(c²p² + c⁴)`, rest energy included, minus `Z` times the mean of `1/r` over `r > 0`. -/
def trialEnergy (c Z a : ℝ) : ℝ :=
  (∫ p in Ioi (0 : ℝ), momentumDensity a p * √(c ^ 2 * p ^ 2 + c ^ 4)) -
    Z * ∫ r in Ioi (0 : ℝ), radialDensity a r / r
```

## Mean magnitude of the momentum 8/(3π) at unit exponent

Put \(w=1/(1+p^2)\), so that \(w'=-2pw^2\) and \(1-w=p^2w\). Then

\[
\frac{d}{dp}\,\frac{32}{\pi}\Bigl(\frac{w^3}{6}-\frac{w^2}{4}\Bigr)
=\frac{32}{\pi}\,p\,w^3(1-w)=\frac{32}{\pi}\,\frac{p^3}{(1+p^2)^4}=p\,\rho_1(p).
\]

The antiderivative tends to \(0\) at infinity and equals \(\frac{32}{\pi}\left(\frac16-\frac14\right)=-\frac{8}{3\pi}\) at \(p=0\), so the mean magnitude of the momentum is \(8/(3\pi)\).

In the proof, `hd` is the derivative, `hn` the sign of the integrand and `hl` the limit at infinity. A nonnegative derivative whose antiderivative converges is integrable, which gives the first half of the statement.

```lean
/-- In the 1s orbital of unit exponent the magnitude of the momentum has a finite mean, equal to
`8/(3π)`. -/
theorem mean_momentum :
    IntegrableOn (fun p => p * momentumDensity 1 p) (Ioi 0) ∧
      ∫ p in Ioi (0 : ℝ), p * momentumDensity 1 p = 8 / (3 * π) := by
  -- an antiderivative in powers of 1/(1+p²)
  have hd : ∀ p ∈ Ici (0 : ℝ), HasDerivAt
      (fun x : ℝ => 32 / π * (((1 + x ^ 2)⁻¹) ^ 3 / 6 - ((1 + x ^ 2)⁻¹) ^ 2 / 4))
      (p * momentumDensity 1 p) p := by
    intro p _
    have h0 : 1 + p ^ 2 ≠ 0 := by positivity
    have h1 : HasDerivAt (fun x : ℝ => 1 + x ^ 2) (2 * p) p := by
      simpa using (hasDerivAt_pow 2 p).const_add 1
    have h2 : HasDerivAt (fun x : ℝ => (1 + x ^ 2)⁻¹) (-(2 * p) / (1 + p ^ 2) ^ 2) p :=
      h1.inv h0
    have h3 : HasDerivAt (fun x : ℝ => ((1 + x ^ 2)⁻¹) ^ 3)
        (3 * ((1 + p ^ 2)⁻¹) ^ 2 * (-(2 * p) / (1 + p ^ 2) ^ 2)) p :=
      (h2.fun_pow 3).congr_deriv (by norm_num)
    have h4 : HasDerivAt (fun x : ℝ => ((1 + x ^ 2)⁻¹) ^ 2)
        (2 * (1 + p ^ 2)⁻¹ * (-(2 * p) / (1 + p ^ 2) ^ 2)) p :=
      (h2.fun_pow 2).congr_deriv (by norm_num)
    refine (((h3.div_const 6).fun_sub (h4.div_const 4)).const_mul (32 / π)).congr_deriv ?_
    simp only [momentumDensity, one_pow, one_mul]
    field_simp
    ring
  have hn : ∀ p ∈ Ioi (0 : ℝ), 0 ≤ p * momentumDensity 1 p := by
    intro p hp
    have hp' : 0 < p := hp
    unfold momentumDensity
    positivity
  have hw : Tendsto (fun p : ℝ => (1 + p ^ 2)⁻¹) atTop (𝓝 0) :=
    tendsto_inv_atTop_zero.comp
      (tendsto_atTop_add_const_left _ 1 (tendsto_pow_atTop two_ne_zero))
  have hl := (((hw.pow 3).div_const 6).sub ((hw.pow 2).div_const 4)).const_mul (32 / π)
  refine ⟨integrableOn_Ioi_deriv_of_nonneg' hd hn hl, ?_⟩
  rw [integral_Ioi_of_hasDerivAt_of_nonneg' hd hn hl]
  ring
```

## Mean inverse radius a

Dividing the position density by \(r\) leaves \(4a^3re^{-2ar}\), and

\[
\frac{d}{dr}\Bigl[-(2a^2r+a)e^{-2ar}\Bigr]=\bigl(-2a^2+4a^3r+2a^2\bigr)e^{-2ar}=4a^3re^{-2ar}.
\]

The bracket runs from \(-a\) at \(r=0\) to \(0\) at infinity, hence \(\langle 1/r\rangle=a\). The proof has the same three ingredients as before. Its limit comes from \(xe^{-x}\to0\) and \(e^{-x}\to0\) with \(x=2ar\), and `hc` performs the division by \(r\).

```lean
/-- In the 1s orbital with exponent `a > 0` the mean of `1/r` is `a`. -/
theorem mean_inv_radius {a : ℝ} (ha : 0 < a) :
    ∫ r in Ioi (0 : ℝ), radialDensity a r / r = a := by
  have hd : ∀ r ∈ Ici (0 : ℝ), HasDerivAt
      (fun x : ℝ => -((2 * a ^ 2 * x + a) * Real.exp (-(2 * a * x))))
      (4 * a ^ 3 * r * Real.exp (-(2 * a * r))) r := by
    intro r _
    have h1 : HasDerivAt (fun x : ℝ => 2 * a ^ 2 * x + a) (2 * a ^ 2) r :=
      (((hasDerivAt_id' r).const_mul (2 * a ^ 2)).add_const a).congr_deriv (by ring)
    have h2 : HasDerivAt (fun x : ℝ => Real.exp (-(2 * a * x)))
        (Real.exp (-(2 * a * r)) * (-(2 * a))) r :=
      (((hasDerivAt_id' r).const_mul (2 * a)).fun_neg.exp).congr_deriv (by ring)
    exact (h1.fun_mul h2).fun_neg.congr_deriv (by ring)
  have hn : ∀ r ∈ Ioi (0 : ℝ), 0 ≤ 4 * a ^ 3 * r * Real.exp (-(2 * a * r)) := by
    intro r hr
    have hr' : 0 < r := hr
    positivity
  have hx : Tendsto (fun r : ℝ => 2 * a * r) atTop atTop :=
    tendsto_id.const_mul_atTop (by positivity)
  have hl : Tendsto (fun x : ℝ => -((2 * a ^ 2 * x + a) * Real.exp (-(2 * a * x))))
      atTop (𝓝 (-a * (0 + 0))) :=
    ((((Real.tendsto_pow_mul_exp_neg_atTop_nhds_zero 1).comp hx).add
      ((Real.tendsto_pow_mul_exp_neg_atTop_nhds_zero 0).comp hx)).const_mul (-a)).congr
      (fun r => by simp only [Function.comp_apply]; ring)
  have hc : ∫ r in Ioi (0 : ℝ), radialDensity a r / r =
      ∫ r in Ioi (0 : ℝ), 4 * a ^ 3 * r * Real.exp (-(2 * a * r)) := by
    refine setIntegral_congr_fun measurableSet_Ioi fun r hr => ?_
    have hr' : r ≠ 0 := (mem_Ioi.mp hr).ne'
    simp only [radialDensity]
    field_simp
  rw [hc, integral_Ioi_of_hasDerivAt_of_nonneg' hd hn hl]
  simp
```

## Scaling the momenta

Substitute \(p=aq\) in the kinetic integral. Since

\[
\rho_a(aq)=\frac{32}{\pi}\,\frac{a^7q^2}{a^8(1+q^2)^4}=\frac1a\,\rho_1(q),\qquad dp=a\,dq,
\]

the factors of \(a\) cancel. Renaming \(q\) to \(p\) gives

\[
E(a)=\int_0^\infty\rho_1(p)\sqrt{c^2a^2p^2+c^4}\,dp-Za.
\]

Here `hs` is the scaling of the density, and `integral_comp_mul_left_Ioi` is the change of variable. The former puts a factor \(a^{-1}\) on the left of the resulting equation and the latter puts one on the right, and the two are then cancelled.

```lean
/-- For `a > 0` the trial energy is an average over the momentum density of unit exponent,
with momenta scaled by `a`, minus `Z a`. -/
theorem trialEnergy_eq (c Z : ℝ) {a : ℝ} (ha : 0 < a) :
    trialEnergy c Z a =
      (∫ p in Ioi (0 : ℝ), momentumDensity 1 p * √(c ^ 2 * (a * p) ^ 2 + c ^ 4)) - Z * a := by
  have hs : ∀ q, momentumDensity a (a * q) = a⁻¹ * momentumDensity 1 q := by
    intro q
    have h0 : 1 + q ^ 2 ≠ 0 := by positivity
    simp only [momentumDensity, one_pow, one_mul]
    rw [show a ^ 2 + (a * q) ^ 2 = a ^ 2 * (1 + q ^ 2) by ring]
    field_simp
  -- substitution p → a p
  have h := integral_comp_mul_left_Ioi
    (fun p => momentumDensity a p * √(c ^ 2 * p ^ 2 + c ^ 4)) 0 ha
  simp only [hs, mul_assoc a⁻¹, mul_zero, smul_eq_mul, integral_const_mul] at h
  have h' := mul_left_cancel₀ (inv_ne_zero ha.ne') h
  rw [trialEnergy, mean_inv_radius ha, ← h']
```

## Enclosing the energy between two lines

For a momentum \(k\ge0\),

\[
(ck)^2<c^2k^2+c^4\le c^2k^2+2c^3k+c^4=(ck+c^2)^2,
\]

and taking roots gives \(ck<\sqrt{c^2k^2+c^4}\le ck+c^2\). The two halves of the proof compare these squares.

```lean
/-- For `c > 0` and momentum `k ≥ 0` the relativistic energy exceeds `ck` and is at most
`ck + c²`. -/
theorem energy_bounds {c k : ℝ} (hc : 0 < c) (hk : 0 ≤ k) :
    c * k < √(c ^ 2 * k ^ 2 + c ^ 4) ∧ √(c ^ 2 * k ^ 2 + c ^ 4) ≤ c * k + c ^ 2 := by
  constructor
  · apply Real.lt_sqrt_of_sq_lt
    nlinarith [pow_pos hc 4]
  · refine Real.sqrt_le_iff.mpr ⟨by positivity, ?_⟩
    nlinarith [show 0 ≤ c ^ 3 * k by positivity]
```

To average the upper bound, \(\rho_1\) must be integrable. From \(p^2\le(1+p^2)^3\) follows

\[
\rho_1(p)\le\frac{32}{\pi}\,\frac{1}{1+p^2},
\]

and the right-hand side is integrable. The polynomial in the last line of the proof is the difference \((1+p^2)^4-p^2(1+p^2)\), whose coefficients are all positive.

```lean
/-- The 1s momentum density of unit exponent is integrable over `p > 0`. -/
theorem momentumDensity_integrable :
    IntegrableOn (fun p => momentumDensity 1 p) (Ioi 0) := by
  have hm : Measurable (fun p => momentumDensity 1 p) := by
    unfold momentumDensity
    fun_prop
  refine (Integrable.mono' (integrable_inv_one_add_sq.const_mul (32 / π))
    hm.aestronglyMeasurable (ae_of_all _ fun p => ?_)).integrableOn
  rw [Real.norm_of_nonneg (by unfold momentumDensity; positivity)]
  simp only [momentumDensity, one_pow, one_mul]
  refine mul_le_mul_of_nonneg_left ?_ (by positivity)
  rw [inv_eq_one_div, div_le_div_iff₀ (by positivity) (by positivity)]
  nlinarith [show 0 ≤ 1 + 3 * p ^ 2 + 5 * p ^ 4 + 4 * p ^ 6 + p ^ 8 by positivity]
```

Now set \(k=ap\), multiply the bounds by \(\rho_1(p)>0\), integrate and subtract \(Za\). With \(N=\int_0^\infty\rho_1(p)\,dp\),

\[
a\Bigl(\frac{8c}{3\pi}-Z\Bigr)<E(a)\le a\Bigl(\frac{8c}{3\pi}-Z\Bigr)+c^2N.
\]

For the normalised orbital \(N=1\), but the argument needs only that \(N\) is finite and independent of \(a\), so the Lean statement keeps the integral.

In the proof, `hlt` and `hle` are the pointwise lower and upper bounds, and `hk` derives integrability of the energy integrand from the upper one. The lower bound stays strict after integration because the difference in `hlt` is positive everywhere on a half-line of positive measure.

```lean
/-- For `c > 0` and `a > 0` the trial energy lies strictly above the line `a (8c/(3π) - Z)`, and
above it by at most `c²` times the integral of the momentum density of unit exponent. -/
theorem trialEnergy_bounds {c a : ℝ} (Z : ℝ) (hc : 0 < c) (ha : 0 < a) :
    a * (c * (8 / (3 * π)) - Z) < trialEnergy c Z a ∧
      trialEnergy c Z a ≤ a * (c * (8 / (3 * π)) - Z) +
        c ^ 2 * ∫ p in Ioi (0 : ℝ), momentumDensity 1 p := by
  obtain ⟨hi, hmean⟩ := mean_momentum
  have hpos : ∀ p : ℝ, 0 < p → 0 < momentumDensity 1 p := by
    intro p hp
    unfold momentumDensity
    positivity
  have h1 : Integrable (fun p => c * a * (p * momentumDensity 1 p))
      (volume.restrict (Ioi 0)) := Integrable.const_mul hi (c * a)
  have h2 : Integrable (fun p => c ^ 2 * momentumDensity 1 p)
      (volume.restrict (Ioi 0)) := Integrable.const_mul momentumDensity_integrable (c ^ 2)
  have hu : Integrable (fun p => c * a * (p * momentumDensity 1 p) +
      c ^ 2 * momentumDensity 1 p) (volume.restrict (Ioi 0)) := h1.add h2
  have hle : ∀ p ∈ Ioi (0 : ℝ), momentumDensity 1 p * √(c ^ 2 * (a * p) ^ 2 + c ^ 4) ≤
      c * a * (p * momentumDensity 1 p) + c ^ 2 * momentumDensity 1 p := by
    intro p hp
    have hb := (energy_bounds hc (mul_pos ha hp).le).2
    linarith [mul_le_mul_of_nonneg_left hb (hpos p hp).le]
  have hlt : ∀ p ∈ Ioi (0 : ℝ), 0 < momentumDensity 1 p * √(c ^ 2 * (a * p) ^ 2 + c ^ 4) -
      c * a * (p * momentumDensity 1 p) := by
    intro p hp
    have hb := (energy_bounds hc (mul_pos ha hp).le).1
    linarith [mul_lt_mul_of_pos_left hb (hpos p hp)]
  -- the energy integrand is integrable
  have hk : Integrable (fun p => momentumDensity 1 p * √(c ^ 2 * (a * p) ^ 2 + c ^ 4))
      (volume.restrict (Ioi 0)) := by
    have hm : Measurable
        (fun p => momentumDensity 1 p * √(c ^ 2 * (a * p) ^ 2 + c ^ 4)) := by
      unfold momentumDensity
      fun_prop
    refine Integrable.mono' hu hm.aestronglyMeasurable ?_
    filter_upwards [ae_restrict_mem measurableSet_Ioi] with p hp
    rw [Real.norm_of_nonneg (mul_nonneg (hpos p hp).le (Real.sqrt_nonneg _))]
    exact hle p hp
  rw [trialEnergy_eq c Z ha]
  constructor
  · -- a positive integrand has a positive integral
    have hD : 0 < ∫ p in Ioi (0 : ℝ), (momentumDensity 1 p *
        √(c ^ 2 * (a * p) ^ 2 + c ^ 4) - c * a * (p * momentumDensity 1 p)) := by
      rw [setIntegral_pos_iff_support_of_nonneg_ae
        ((ae_restrict_mem measurableSet_Ioi).mono fun p hp => (hlt p hp).le) (hk.sub h1)]
      have hv : 0 < volume (Ioi (0 : ℝ)) := by simp
      exact hv.trans_le (measure_mono fun p hp => ⟨(hlt p hp).ne', hp⟩)
    rw [integral_sub hk h1, integral_const_mul, hmean] at hD
    linarith
  · have hU := setIntegral_mono_on hk hu measurableSet_Ioi hle
    rw [integral_add h1 h2, integral_const_mul, integral_const_mul, hmean] at hU
    linarith
```

## The sign of the slope decides

If \(Z/c\le8/(3\pi)\), the slope \(8c/(3\pi)-Z\) is nonnegative, and the strict lower bound gives \(E(a)>0\) for every \(a>0\). This includes the case of equality, where the slope is zero. If \(Z/c>8/(3\pi)\), the slope is negative, and the upper bound drags \(E(a)\) to \(-\infty\) as \(a\to\infty\): kinetic energy and attraction both grow linearly in \(a\), and the attraction wins.

The theorem states these two implications. `Tendsto (trialEnergy c Z) atTop atBot` says that the energy falls below any given number once the exponent is large enough. The proof first multiplies the inequality on \(Z/c\) by \(c\), then applies the matching half of `trialEnergy_bounds`.

```lean
/-- For `c > 0`, the 1s trial energy is positive for every exponent `a > 0` if
`Z/c ≤ 8/(3π)`, and tends to minus infinity as `a` grows if `Z/c > 8/(3π)`. -/
theorem stability_or_collapse {c : ℝ} (Z : ℝ) (hc : 0 < c) :
    (Z / c ≤ 8 / (3 * π) → ∀ a, 0 < a → 0 < trialEnergy c Z a) ∧
      (8 / (3 * π) < Z / c → Tendsto (trialEnergy c Z) atTop atBot) := by
  constructor
  · intro h a ha
    rw [div_le_iff₀ hc] at h
    have hs : 0 ≤ c * (8 / (3 * π)) - Z := by linarith
    exact (mul_nonneg ha.le hs).trans_lt (trialEnergy_bounds Z hc ha).1
  · intro h
    rw [lt_div_iff₀ hc] at h
    have hs : c * (8 / (3 * π)) - Z < 0 := by linarith
    -- the upper bound is a line of negative slope
    refine tendsto_atBot_mono' atTop ?_ (tendsto_atBot_add_const_right _
      (c ^ 2 * ∫ p in Ioi (0 : ℝ), momentumDensity 1 p)
      (tendsto_id.atTop_mul_const_of_neg hs))
    filter_upwards [eventually_gt_atTop 0] with a ha
    exact (trialEnergy_bounds Z hc ha).2

end

end RelativisticTrialCollapse
```

For this one-electron model with a point nucleus and a single variational parameter, optimising the exponent has no minimum to find when \(Z/c>8/(3\pi)\). At or below this value, positivity is proved here for the 1s family only and gives no lower bound on the Hamiltonian. The Hamiltonian itself is already unbounded below once \(Z/c>2/\pi\), a known result that is not proved here. Because the rest energy is included, a positive \(E(a)\) means an energy above \(-c^2\) relative to an electron at rest.

The hypothesis \(c>0\) cannot be weakened to \(c\neq0\). Take \(c=-1\) and \(Z=1\). The energy contains only even powers of \(c\), so it is the same as for \(c=1\), \(Z=1\), and it tends to \(-\infty\) because \(1>8/(3\pi)\). Yet \(Z/c=-1\) lies below \(8/(3\pi)\), and the first implication would declare the energy positive.

```lean
#print axioms RelativisticTrialCollapse.trialEnergy_bounds
#print axioms RelativisticTrialCollapse.stability_or_collapse
```

```
'RelativisticTrialCollapse.trialEnergy_bounds' depends on axioms: [propext, Classical.choice, Quot.sound]
'RelativisticTrialCollapse.stability_or_collapse' depends on axioms: [propext, Classical.choice, Quot.sound]
```
